# For energy E ≥ 0 in the potential −x^a, the escape time is finite and the WKB wave is square-integrable on (1, ∞) exactly when a > 2

Before I propagate a wave packet in a potential that falls without bound, I integrate the reciprocal of the classical velocity out to large distance, to see whether a particle would get to infinity in a finite time. For $V(x)=-x^a$ this comes down to whether $1/\sqrt{E+x^a}$ has a finite integral over $(1,\infty)$. Up to a constant, the same integral is the squared norm of the outgoing WKB wave on that half-line. I expect both to be finite for $-x^4$ and infinite for $-x^2$, with the change at $a=2$ and the borderline case on the infinite side. Can this be made rigorous, with the particle and the wave both written out, and checked by machine?

## One integral behind the escape time and the WKB norm

Yes, for every energy $E\ge 0$, every mass $m>0$ and every real exponent $a$. Take a particle at $x\ge 1$ that moves outward in $V(x)=-x^a$. Energy conservation gives its momentum and velocity:

$$p(x)=\sqrt{2m\,(E-V(x))}=\sqrt{2m}\,\sqrt{E+x^a},\qquad v(x)=\frac{p(x)}{m}.$$

Since $x^a>0$ and $E\ge 0$, the momentum never vanishes, so there is no turning point on the way. The time needed to travel from $1$ to $X$ is

$$\tau(X)=\int_1^X\frac{dx}{v(x)}=\frac{m}{\sqrt{2m}}\int_1^X\frac{dx}{\sqrt{E+x^a}}.$$

The particle escapes in finite time if $\tau(X)$ tends to a finite limit $T$ as $X\to\infty$.

In units with $\hbar=1$, the outgoing WKB wave is

$$\psi(x)=\frac{1}{\sqrt{p(x)}}\,\exp\!\Big(i\int_1^x p(y)\,dy\Big).$$

The action integral in the exponent is real, so the phase factor has modulus one, and

$$|\psi(x)|^2=\frac{1}{p(x)}=\frac{1}{\sqrt{2m}}\cdot\frac{1}{\sqrt{E+x^a}}.$$

Both $1/v$ and $|\psi|^2$ are therefore positive constants times $f(x)=1/\sqrt{E+x^a}$. It remains to decide when $f$ is integrable on $(1,\infty)$.

**Exponents above 2.** Because $E\ge 0$, we have $E+x^a\ge x^a$, hence $f(x)\le x^{-a/2}$. For $a>2$ the exponent $-a/2$ lies below $-1$, and

$$\int_1^\infty x^{-a/2}\,dx=\frac{2}{a-2}<\infty.$$

So $f$ is integrable.

**Exponents up to 2.** For $x>1$ and $a\le 2$ we have $x^a\le x^2$ and $E\le E\,x^2$. Adding these gives $E+x^a\le (E+1)\,x^2$, so

$$f(x)\ge\frac{1}{\sqrt{E+1}}\cdot\frac1x,\qquad \int_1^X f(x)\,dx\ge\frac{\ln X}{\sqrt{E+1}}.$$

The right-hand side grows without bound, so $f$ is not integrable. The argument includes $a=2$, and also zero and negative exponents.

**From integrability to a limit.** The function $1/v$ is positive, and it is continuous on each interval $[1,X]$. If $\tau(X)$ has a finite limit, the integral of $|1/v|=1/v$ over the whole half-line is finite, so $1/v$ is integrable. Conversely, if $1/v$ is integrable on $(1,\infty)$, then $\tau(X)$ converges to its integral there.

## Quartic and quadratic potentials at zero energy

Take $m=1$ and $E=0$, so that the integrals are elementary.

For $a=4$ the velocity is $v=\sqrt2\,x^2$ and

$$\tau(X)=\frac{1}{\sqrt2}\Big(1-\frac1X\Big).$$

This gives $\tau(10)\approx 0.636$ and $\tau(100)\approx 0.700$, with the limit $T=1/\sqrt2\approx 0.707$. Since $m=1$, the squared norm of $\psi$ on $(1,\infty)$ is also $1/\sqrt2$.

For $a=2$ the velocity is $v=\sqrt2\,x$ and $\tau(X)=\ln X/\sqrt2$. This gives $\tau(10)\approx 1.628$ and $\tau(100)\approx 3.256$. Each further factor of ten in distance costs another $1.628$ units of time, so no finite limit is reached.

For a classical particle in this one-term potential, a reflecting wall at $X$ sends the particle back to $x=1$ at time $2\tau(X)$; when $a>2$, moving the wall outward cannot postpone that return beyond $2T$. In the corresponding one-dimensional quantum problem, square-integrable WKB waves are the semiclassical sign that the Hamiltonian needs a boundary condition at infinity.

## The particle and the wave in Lean

```lean
import Mathlib

open MeasureTheory Set Filter Topology

namespace EscapeTimeWKB

noncomputable section

/-- The potential `V(x) = -x^a`, used on the half-line `x > 1`. -/
def potential (a x : ℝ) : ℝ := -x ^ a

/-- The classical momentum `√(2m(E - V(x)))` of an outgoing particle of energy `E`. -/
def momentum (m E a x : ℝ) : ℝ := √(2 * m * (E - potential a x))

/-- The classical velocity, momentum divided by mass. -/
def velocity (m E a x : ℝ) : ℝ := momentum m E a x / m

/-- The time the particle needs to travel from `1` to `X`. -/
def travelTime (m E a X : ℝ) : ℝ := ∫ x in (1 : ℝ)..X, 1 / velocity m E a x

/-- The outgoing WKB wave `p^(-1/2) exp(i ∫ p)`, in units with `ħ = 1`. -/
def wkbWave (m E a x : ℝ) : ℂ :=
  ((1 / √(momentum m E a x) : ℝ) : ℂ) *
    Complex.exp (((∫ y in (1 : ℝ)..x, momentum m E a y : ℝ) : ℂ) * Complex.I)

/-- For `E ≥ 0` and `x > 1`, the function `1/√(E + x^a)` is at most `x^(-a/2)`. -/
theorem integrand_le {E a x : ℝ} (hE : 0 ≤ E) (hx : 1 < x) :
    1 / √(E + x ^ a) ≤ x ^ (-(a / 2)) := by
  have hx0 : 0 < x := by linarith
  have hs : x ^ (a / 2) = √(x ^ a) := by
    rw [Real.sqrt_eq_rpow, ← Real.rpow_mul hx0.le, show a * (1 / 2) = a / 2 by ring]
  rw [Real.rpow_neg hx0.le, ← one_div, hs]
  exact one_div_le_one_div_of_le (Real.sqrt_pos.2 (Real.rpow_pos_of_pos hx0 a))
    (Real.sqrt_le_sqrt (by linarith))

/-- For `E ≥ 0`, `a ≤ 2` and `x > 1`, the function `1/√(E + x^a)`, multiplied by `√(E + 1)`, is at
least `1/x`. -/
theorem inv_le_integrand {E a x : ℝ} (hE : 0 ≤ E) (ha : a ≤ 2) (hx : 1 < x) :
    x⁻¹ ≤ √(E + 1) * (1 / √(E + x ^ a)) := by
  have hx0 : 0 < x := by linarith
  have hpos : 0 < √(E + x ^ a) :=
    Real.sqrt_pos.2 (add_pos_of_nonneg_of_pos hE (Real.rpow_pos_of_pos hx0 a))
  have h1 : x ^ a ≤ x ^ 2 := by
    have h := Real.rpow_le_rpow_of_exponent_le hx.le ha
    rwa [Real.rpow_two] at h
  have h3 : 0 ≤ x ^ 2 - 1 := by nlinarith
  have h2 : √(E + x ^ a) ≤ √(E + 1) * x := by
    refine Real.sqrt_le_iff.2 ⟨mul_nonneg (Real.sqrt_nonneg _) hx0.le, ?_⟩
    rw [mul_pow, Real.sq_sqrt (by linarith)]
    nlinarith [mul_nonneg hE h3]
  rw [mul_one_div, inv_eq_one_div, div_le_div_iff₀ hx0 hpos]
  linarith

/-- For `E ≥ 0`, the function `1/√(E + x^a)` is integrable on `(1, ∞)` exactly when `a > 2`. -/
theorem integrableOn_iff {E a : ℝ} (hE : 0 ≤ E) :
    IntegrableOn (fun x : ℝ => 1 / √(E + x ^ a)) (Ioi 1) ↔ 2 < a := by
  constructor
  · -- otherwise `1/x` would be integrable at infinity
    intro h
    by_contra hna
    have ha : a ≤ 2 := not_lt.1 hna
    have hinv : IntegrableOn (fun x : ℝ => x⁻¹) (Ioi 1) := by
      refine Integrable.mono' (Integrable.const_mul h (√(E + 1)))
        measurable_inv.aestronglyMeasurable
        ((ae_restrict_iff' measurableSet_Ioi).2 (ae_of_all _ fun x hx => ?_))
      have hx1 : 1 < x := hx
      rw [Real.norm_of_nonneg (inv_nonneg.2 (by linarith))]
      exact inv_le_integrand hE ha hx1
    exact not_integrableOn_Ioi_inv hinv
  · -- comparison with an integrable power
    intro ha
    have hm : Measurable fun x : ℝ => E + x ^ a := (measurable_id.pow_const a).const_add E
    have hm' : Measurable fun x : ℝ => 1 / √(E + x ^ a) := measurable_const.div hm.sqrt
    have hp : IntegrableOn (fun x : ℝ => x ^ (-(a / 2))) (Ioi 1) :=
      integrableOn_Ioi_rpow_of_lt (by linarith) one_pos
    refine Integrable.mono' hp hm'.aestronglyMeasurable
      ((ae_restrict_iff' measurableSet_Ioi).2 (ae_of_all _ fun x hx => ?_))
    rw [Real.norm_of_nonneg (one_div_nonneg.2 (Real.sqrt_nonneg _))]
    exact integrand_le hE hx

/-- The momentum is `√(2m)` times `√(E + x^a)`. -/
theorem momentum_eq {m : ℝ} (hm : 0 < m) (E a x : ℝ) :
    momentum m E a x = √(2 * m) * √(E + x ^ a) := by
  unfold momentum potential
  rw [sub_neg_eq_add, Real.sqrt_mul (by positivity)]

/-- The squared modulus of the WKB wave is the reciprocal of the classical momentum. -/
theorem wkbWave_norm_sq (m E a x : ℝ) :
    ‖wkbWave m E a x‖ ^ 2 = 1 / momentum m E a x := by
  have hp : 0 ≤ momentum m E a x := Real.sqrt_nonneg _
  unfold wkbWave
  rw [norm_mul, Complex.norm_exp_ofReal_mul_I, mul_one, Complex.norm_real,
    Real.norm_eq_abs, sq_abs, div_pow, one_pow, Real.sq_sqrt hp]

/-- For `m > 0` and `E ≥ 0`, the travel time to `X` has a finite limit as `X → ∞` exactly when `a >
2`. -/
theorem finite_escape_time_iff {m E a : ℝ} (hm : 0 < m) (hE : 0 ≤ E) :
    (∃ T : ℝ, Tendsto (travelTime m E a) atTop (𝓝 T)) ↔ 2 < a := by
  have hc : 0 < m / √(2 * m) := div_pos hm (Real.sqrt_pos.2 (by positivity))
  have hf : (fun x => 1 / velocity m E a x) =
      fun x => m / √(2 * m) * (1 / √(E + x ^ a)) := by
    funext x
    unfold velocity
    rw [momentum_eq hm, one_div_div, div_mul_div_comm, mul_one]
  have hint : IntegrableOn (fun x => 1 / velocity m E a x) (Ioi 1) ↔ 2 < a := by
    rw [← integrableOn_iff hE, hf]
    exact integrable_const_mul_iff hc.ne'.isUnit _
  rw [← hint]
  constructor
  · rintro ⟨T, hT⟩
    -- the integrand is continuous on every bounded stretch of the path
    have hloc : ∀ X : ℝ, IntegrableOn (fun x => 1 / velocity m E a x) (Ioc 1 X) := by
      intro X
      have hpos : ∀ x ∈ Icc 1 X, 0 < x := fun x hx => lt_of_lt_of_le one_pos hx.1
      have h1 : ContinuousOn (fun x : ℝ => √(E + x ^ a)) (Icc 1 X) :=
        (continuousOn_const.add
          (continuousOn_id.rpow_const fun x hx => Or.inl (hpos x hx).ne')).sqrt
      have h2 : ContinuousOn (fun x : ℝ => 1 / √(E + x ^ a)) (Icc 1 X) :=
        continuousOn_const.div h1 fun x hx => (Real.sqrt_pos.2
          (add_pos_of_nonneg_of_pos hE (Real.rpow_pos_of_pos (hpos x hx) a))).ne'
      rw [hf]
      exact Integrable.const_mul (h2.integrableOn_Icc.mono_set Ioc_subset_Icc_self) _
    have hn : ∀ x, ‖1 / velocity m E a x‖ = 1 / velocity m E a x := fun x =>
      Real.norm_of_nonneg (one_div_nonneg.2 (div_nonneg (Real.sqrt_nonneg _) hm.le))
    refine integrableOn_Ioi_of_intervalIntegral_norm_tendsto T 1
      (fun X => hloc X) tendsto_id ?_
    simp only [hn]
    exact hT
  · intro h
    exact ⟨_, intervalIntegral_tendsto_integral_Ioi 1 h tendsto_id⟩

/-- For `m > 0` and `E ≥ 0`, the outgoing WKB wave is square-integrable on `(1, ∞)` exactly when `a
> 2`. -/
theorem wkb_square_integrable_iff {m E a : ℝ} (hm : 0 < m) (hE : 0 ≤ E) :
    IntegrableOn (fun x => ‖wkbWave m E a x‖ ^ 2) (Ioi 1) ↔ 2 < a := by
  have hc : 0 < 1 / √(2 * m) := one_div_pos.2 (Real.sqrt_pos.2 (by positivity))
  have hf : (fun x => ‖wkbWave m E a x‖ ^ 2) =
      fun x => 1 / √(2 * m) * (1 / √(E + x ^ a)) := by
    funext x
    rw [wkbWave_norm_sq, momentum_eq hm, div_mul_div_comm, one_mul]
  rw [← integrableOn_iff hE, hf]
  exact integrable_const_mul_iff hc.ne'.isUnit _

/-- Let `m > 0` and `E ≥ 0`. In the potential `-x^4` the escape time is finite and the WKB wave is
square-integrable on `(1, ∞)`; in the potential `-x^2` both statements fail. -/
theorem quartic_versus_quadratic {m E : ℝ} (hm : 0 < m) (hE : 0 ≤ E) :
    ((∃ T : ℝ, Tendsto (travelTime m E 4) atTop (𝓝 T)) ∧
      IntegrableOn (fun x => ‖wkbWave m E 4 x‖ ^ 2) (Ioi 1)) ∧
    ((¬ ∃ T : ℝ, Tendsto (travelTime m E 2) atTop (𝓝 T)) ∧
      ¬ IntegrableOn (fun x => ‖wkbWave m E 2 x‖ ^ 2) (Ioi 1)) := by
  rw [finite_escape_time_iff hm hE, wkb_square_integrable_iff hm hE,
    finite_escape_time_iff hm hE, wkb_square_integrable_iff hm hE]
  norm_num

end

end EscapeTimeWKB
```

```lean
#print axioms EscapeTimeWKB.wkb_square_integrable_iff
#print axioms EscapeTimeWKB.quartic_versus_quadratic
```

```
'EscapeTimeWKB.wkb_square_integrable_iff' depends on axioms: [propext, Classical.choice, Quot.sound]
'EscapeTimeWKB.quartic_versus_quadratic' depends on axioms: [propext, Classical.choice, Quot.sound]
```

## What the definitions and theorems say

The definitions follow the formulas above. `potential a x` is $-(x^a)$ with a real exponent, and its strength is fixed at one. `momentum m E a x` and `velocity m E a x` are $p(x)$ and $v(x)$. `travelTime m E a X` is $\tau(X)$, written as an integral of `1 / velocity m E a x` from $1$ to $X$. `wkbWave m E a x` is the complex number $\psi(x)$, with its action integral written out and measured from $x=1$.

The half-line $(1,\infty)$ is `Ioi 1`. `IntegrableOn` means Lebesgue integrability: the function is measurable and the integral of its absolute value is finite. There are four main statements.

- `integrableOn_iff` says that, for $E\ge 0$, the function $1/\sqrt{E+x^a}$ is integrable on $(1,\infty)$ if and only if $a>2$.
- `finite_escape_time_iff` says that, for $m>0$ and $E\ge 0$, there is a real number $T$ to which the travel time converges as $X\to\infty$ if and only if $a>2$. The convergence is the expression `Tendsto (travelTime m E a) atTop (𝓝 T)`.
- `wkb_square_integrable_iff` says, under the same hypotheses, that $|\psi|^2$ is integrable on $(1,\infty)$ if and only if $a>2$.
- `quartic_versus_quadratic` puts $a=4$ and $a=2$ side by side: both properties hold for $-x^4$, and both fail for $-x^2$.

The hypothesis `hE : 0 ≤ E` keeps the motion free of turning points for every exponent. Negative energies, for which the particle may be unable to reach $x=1$ at all, are not treated. The exponent `a` carries no hypothesis of its own. The choice of $1$ as the starting point keeps the origin out of the problem, so the theorems concern only the behaviour at large distance on one side.

The motion is one-dimensional, non-relativistic and frictionless, and the travel time is defined by the integral of $1/v$, without a trajectory obtained from Newton's equation. The wave is likewise an explicit function: that it approximates a solution of the Schrödinger equation, and what its norm implies for self-adjointness, are matters of semiclassical and operator theory that these theorems leave open.

## How the comparisons become a proof

**The two pointwise bounds.** `integrand_le` is the estimate $f(x)\le x^{-a/2}$. It first identifies $x^{a/2}$ with $\sqrt{x^a}$, then uses that the square root is increasing and that taking reciprocals of positive numbers reverses an inequality.

`inv_le_integrand` is the lower estimate, arranged as $1/x\le\sqrt{E+1}\,f(x)$. Inside it, `h1` is $x^a\le x^2$, which follows from monotonicity in the exponent for a base above one. The step `h2` is $\sqrt{E+x^a}\le\sqrt{E+1}\,x$. It is proved by squaring, and `nlinarith` combines `h1` with the nonnegative product $E\,(x^2-1)$. Clearing the denominators then gives the claim.

**The integrability criterion.** `integrableOn_iff` treats the two directions separately, and each rests on `Integrable.mono'`: a measurable function bounded in absolute value by an integrable one is itself integrable.

In the forward direction the proof assumes that $f$ is integrable and that $a\le 2$. The lower estimate would then make $1/x$ integrable on $(1,\infty)$, which contradicts `not_integrableOn_Ioi_inv`. This replaces the explicit logarithm in the derivation above. In the other direction, `integrableOn_Ioi_rpow_of_lt` supplies the integrability of $x^{-a/2}$ once $-a/2<-1$ is known, and `integrand_le` passes it on to $f$.

**Momentum and density.** `momentum_eq` takes the constant $\sqrt{2m}$ out of the momentum. `wkbWave_norm_sq` computes $|\psi|^2=1/p$: the lemma `Complex.norm_exp_ofReal_mul_I` says that $e^{i\theta}$ has modulus one for real $\theta$, and squaring $1/\sqrt p$ leaves $1/p$.

**The escape time.** In `finite_escape_time_iff`, the step `hf` writes $1/v$ as the constant $m/\sqrt{2m}$ times $f$. The constant is nonzero, so `integrable_const_mul_iff` transfers the criterion from $f$ to $1/v$; this is `hint`. What is left is the equivalence between a finite limit of $\tau(X)$ and the integrability of $1/v$.

Suppose first that the limit exists. The step `hloc` shows that $1/v$ is integrable on every bounded stretch of the path, from the continuity of $f$ on $[1,X]$, where its denominator is positive. The step `hn` records that $1/v$ equals its own absolute value. With these two facts, `integrableOn_Ioi_of_intervalIntegral_norm_tendsto` turns the finite limit into integrability on the half-line. The sign matters here, because for an oscillating integrand the limit of the integrals can exist without absolute integrability. In the converse direction, `intervalIntegral_tendsto_integral_Ioi` gives convergence of the travel time to the integral over $(1,\infty)$.

**The wave and the two examples.** `wkb_square_integrable_iff` follows the same pattern with the constant $1/\sqrt{2m}$ and needs no argument about limits, since its statement is already about integrability. In `quartic_versus_quadratic`, the two equivalences reduce everything to the facts that $2<4$ holds and $2<2$ does not, which `norm_num` settles.
